# For independent electrons, the Carlson-Nestor satellite value is never too high, and too low by at most the sum of pairwise products of forbidden-jump probabilities

Take two electrons, numbered 0 and 1, in an atom that suddenly acquires a core hole. Electron $i$ stays in its orbital with probability $p_i$, goes to a level that is already occupied with probability $f_i$, or shakes, that is, goes to an empty bound or continuum level, with probability $a_i$. The Pauli principle forbids the second outcome. If the electrons are independent, the probability that neither makes a forbidden jump is

$$(1-f_0)(1-f_1) = 1 - f_0 - f_1 + f_0 f_1 .$$

Subtracting $f_0+f_1$ from one removes the case of two forbidden jumps twice. The last term puts it back once. The Carlson-Nestor value subtracts the plain sum and so lacks this term: for two electrons it is low by exactly $f_0f_1$.

## The exact expression and the size of the gap

For any finite number of independent electrons with $p_i,f_i,a_i\ge 0$ and $p_i+f_i+a_i=1$, let $P_{\rm sat}$ be the probability that no electron makes a forbidden jump and at least one shakes. Let $P_{\rm CN}=1-\prod_i p_i-\sum_i f_i$ be the Carlson-Nestor value, extended here from equivalent electrons to electrons with individual probabilities. Then

$$P_{\rm sat}=\prod_i(1-f_i)-\prod_i p_i,\qquad 0\le P_{\rm sat}-P_{\rm CN}\le\sum_{\{i,j\}} f_if_j ,$$

where the last sum runs over unordered pairs of different electrons. For $N$ equivalent electrons with common values $p,f,a$, this becomes $P_{\rm sat}=(1-f)^N-p^N$, with a gap between $0$ and $N(N-1)f^2/2$.

## Where the difference enters a shake calculation

A program that obtains single-electron probabilities from orbital overlaps in the sudden approximation can combine them into a total satellite intensity with either formula. Within the independent-electron model, the bound limits the error of the linear correction without a second calculation.

With $N=6$, $p=0.96$, $f=0.01$ and $a=0.03$, the product formula gives $0.1587$ and the Carlson-Nestor value is $0.1572$. The gap is $0.00148$, and the bound is $0.0015$.

Two consequences matter for consistency checks. With the product formula, the main line and the satellites together carry $\prod_i(1-f_i)$, not one, unless the program renormalises. And $P_{\rm CN}$ can be negative: two equivalent electrons with $a=0$ and $f>0$ have no satellites, yet $P_{\rm CN}=-f^2$.

The bounds also assume that the probabilities sum to one. Suppose that for one electron $p=0.80$ and $f=0.05$ are exact, but a truncated set of empty levels gives $a=0.10$, so that the sum is $0.95$. The satellite event then has weight $0.10$, while $P_{\rm CN}$ and the product formula both give $0.15$. The lower bound fails, but the error lies in the truncated sum: the missing $0.05$ is shake to the omitted levels, which both closed formulas include.

The bounds also use $f_i\ge0$, which holds automatically when $f_i$ is a sum of squared overlaps.

## Factorising the event and bounding the product

A configuration $c$ assigns a fate $c_i$ to each electron. By independence its probability is $\prod_i w_i(c_i)$, where $w_i$ takes the values $p_i,f_i,a_i$. Summed over all configurations this gives $\prod_i(p_i+f_i+a_i)=1$.

Let $A$ be the set of configurations in which every electron stays or shakes, and let $B$ contain only the configuration in which all stay. Then $B\subseteq A$, and the satellite event is $A$ without $B$. Both sums factorise:

$$P(A)=\prod_i(p_i+a_i)=\prod_i(1-f_i),\qquad P(B)=\prod_i p_i .$$

Their difference is $P_{\rm sat}$. Subtracting $P_{\rm CN}$ cancels $\prod_i p_i$ and leaves

$$P_{\rm sat}-P_{\rm CN}=\prod_i(1-f_i)-1+\sum_i f_i .$$

To bound this, take a set $s$ of electrons and write $\Pi=\prod_{i\in s}(1-f_i)$, $S=\sum_{i\in s}f_i$ and $Q=\tfrac12\left(S^2-\sum_{i\in s}f_i^2\right)$, which is the pair sum over $s$. The claim is $1-S\le\Pi\le 1-S+Q$. For the empty set all three expressions are one. Now add an electron $b$, so that the new product is $\Pi-f_b\Pi$.

- Since $\Pi\le1$ and $f_b\ge0$, we have $f_b\Pi\le f_b$. The new product is therefore at least $1-S-f_b$.
- Since $\Pi\ge1-S$, we have $f_b\Pi\ge f_b(1-S)$. The new product is therefore at most $1-S-f_b+Q+f_bS$, and $Q+f_bS$ is the new pair sum.

For equal probabilities the pair sum is $(N^2f^2-Nf^2)/2=N(N-1)f^2/2$.

The gap is strictly positive when $N\ge2$ and $0<f\le1$. For $N=2$ it equals $f^2$. If $(1-f)^n>1-nf$, then

$$(1-f)^{n+1}=(1-f)^n-f(1-f)^n>1-nf-f,$$

because $(1-f)^n\le1$.

## The Lean file

```lean
import Mathlib

open Finset

namespace ShakeSatellites

noncomputable section

/-- The three possible fates of an electron when the core hole is created. -/
inductive Fate
  | stay
  | forbidden
  | shake
  deriving DecidableEq

/-- There are finitely many fates: staying, a forbidden jump and shaking. -/
instance : Fintype Fate where
  elems := {Fate.stay, Fate.forbidden, Fate.shake}
  complete := fun x => by cases x <;> simp

variable {ι : Type*} [Fintype ι] [DecidableEq ι]

/-- Probability of an event (a set of configurations) for independent electrons, where
`w i x` is the probability that electron `i` meets fate `x`. -/
def prob (w : ι → Fate → ℝ) (E : Finset (ι → Fate)) : ℝ :=
  ∑ c ∈ E, ∏ i, w i (c i)

/-- The satellite event: no electron makes a forbidden jump and at least one shakes. -/
def satellite (ι : Type*) [Fintype ι] [DecidableEq ι] : Finset (ι → Fate) :=
  univ.filter fun c => (∀ i, c i ≠ Fate.forbidden) ∧ ∃ i, c i = Fate.shake

/-- The Carlson-Nestor value: one, minus the probability that all electrons stay, minus the
sum of the forbidden-jump probabilities. -/
def carlsonNestor (w : ι → Fate → ℝ) : ℝ :=
  1 - ∏ i, w i Fate.stay - ∑ i, w i Fate.forbidden

/-- The probabilities `p`, `f`, `a` of staying, jumping to a forbidden level and shaking. -/
def weight (p f a : ℝ) : Fate → ℝ
  | Fate.stay => p
  | Fate.forbidden => f
  | Fate.shake => a

/-- A sum over the fates of one electron has three terms. -/
theorem sum_fate (v : Fate → ℝ) :
    ∑ x, v x = v Fate.stay + v Fate.forbidden + v Fate.shake := by
  have h : (univ : Finset Fate) = {Fate.stay, Fate.forbidden, Fate.shake} := by
    ext x
    cases x <;> simp
  rw [h, sum_insert (by simp), sum_insert (by simp), sum_singleton]
  ring

/-- The probabilities of all configurations of the electrons add up to one. -/
theorem prob_univ (w : ι → Fate → ℝ) (h1 : ∀ i, ∑ x, w i x = 1) :
    prob w univ = 1 := by
  have h := Finset.prod_univ_sum (fun _ : ι => (univ : Finset Fate)) w
  simp only [Fintype.piFinset_univ] at h
  rw [prob, ← h]
  exact prod_eq_one fun i _ => h1 i

/-- If each electron's probabilities add up to one, the satellite probability is the product of one
minus the forbidden-jump probabilities, minus the product of the staying probabilities. -/
theorem prob_satellite (w : ι → Fate → ℝ) (h1 : ∀ i, ∑ x, w i x = 1) :
    prob w (satellite ι) = ∏ i, (1 - w i Fate.forbidden) - ∏ i, w i Fate.stay := by
  have key : ∀ x : Fate, x ≠ Fate.forbidden ↔ x = Fate.stay ∨ x = Fate.shake := by
    intro x
    cases x <;> simp
  -- the event is a difference of two product sets
  have hset : satellite ι =
      Fintype.piFinset (fun _ : ι => ({Fate.stay, Fate.shake} : Finset Fate)) \
        Fintype.piFinset (fun _ : ι => ({Fate.stay} : Finset Fate)) := by
    ext c
    simp only [satellite, mem_filter, mem_univ, true_and, mem_sdiff, Fintype.mem_piFinset,
      mem_insert, mem_singleton, key]
    constructor
    · rintro ⟨h, i, hi⟩
      refine ⟨h, fun hs => ?_⟩
      have h2 := hs i
      rw [hi] at h2
      cases h2
    · rintro ⟨h, hn⟩
      refine ⟨h, ?_⟩
      by_contra hc
      exact hn fun i => (h i).resolve_right fun hi => hc ⟨i, hi⟩
  have hsub : Fintype.piFinset (fun _ : ι => ({Fate.stay} : Finset Fate)) ⊆
      Fintype.piFinset (fun _ : ι => ({Fate.stay, Fate.shake} : Finset Fate)) :=
    Fintype.piFinset_subset _ _ fun _ => by simp
  have hd := sum_sdiff (f := fun c : ι → Fate => ∏ i, w i (c i)) hsub
  -- independence: each sum over a product set factorises
  rw [← Finset.prod_univ_sum, ← Finset.prod_univ_sum] at hd
  have hA : ∏ i, ∑ x ∈ ({Fate.stay, Fate.shake} : Finset Fate), w i x
      = ∏ i, (1 - w i Fate.forbidden) := by
    refine prod_congr rfl fun i _ => ?_
    have h := h1 i
    rw [sum_fate] at h
    rw [sum_insert (by simp), sum_singleton]
    linarith
  rw [hA] at hd
  simp only [sum_singleton] at hd
  rw [prob, hset]
  linarith

/-- The probability that none of several independent events happens lies between its
first-order and second-order expansions in the single-event probabilities. -/
theorem prod_one_sub_bounds {κ : Type*} (s : Finset κ) (f : κ → ℝ)
    (h0 : ∀ i, 0 ≤ f i) (h1 : ∀ i, f i ≤ 1) :
    1 - ∑ i ∈ s, f i ≤ ∏ i ∈ s, (1 - f i) ∧
    ∏ i ∈ s, (1 - f i) ≤
      1 - ∑ i ∈ s, f i + ((∑ i ∈ s, f i) ^ 2 - ∑ i ∈ s, f i ^ 2) / 2 := by
  classical
  induction s using Finset.induction_on with
  | empty => simp
  | insert b s hb ih =>
    obtain ⟨hl, hu⟩ := ih
    have hP : ∏ i ∈ s, (1 - f i) ≤ 1 :=
      prod_le_one (fun i _ => by linarith [h1 i]) (fun i _ => by linarith [h0 i])
    rw [prod_insert hb, sum_insert hb, sum_insert hb]
    have e1 := mul_le_mul_of_nonneg_left hP (h0 b)
    have e2 := mul_le_mul_of_nonneg_left hl (h0 b)
    constructor <;> nlinarith

/-- For independent electrons with individual probabilities, the satellite probability exceeds the
Carlson-Nestor value by at least zero and at most half the difference between the squared sum of the
forbidden-jump probabilities and the sum of their squares. -/
theorem satellite_excess_bounds (w : ι → Fate → ℝ) (h0 : ∀ i x, 0 ≤ w i x)
    (h1 : ∀ i, ∑ x, w i x = 1) :
    0 ≤ prob w (satellite ι) - carlsonNestor w ∧
    prob w (satellite ι) - carlsonNestor w ≤
      ((∑ i, w i Fate.forbidden) ^ 2 - ∑ i, w i Fate.forbidden ^ 2) / 2 := by
  have hf : ∀ i, w i Fate.forbidden ≤ 1 := fun i => by
    have h := h1 i
    rw [sum_fate] at h
    linarith [h0 i Fate.stay, h0 i Fate.shake]
  obtain ⟨hl, hu⟩ := prod_one_sub_bounds univ (fun i => w i Fate.forbidden)
    (fun i => h0 i _) hf
  rw [prob_satellite w h1, carlsonNestor]
  constructor <;> linarith

/-- For `N` equivalent independent electrons the satellite probability is `(1-f)^N - p^N`, and it
exceeds `1 - p^N - N f` by between `0` and `N(N-1)f²/2`. -/
theorem equivalent_electrons (N : ℕ) (p f a : ℝ) (hp : 0 ≤ p) (hf : 0 ≤ f) (ha : 0 ≤ a)
    (hsum : p + f + a = 1) :
    prob (fun _ : Fin N => weight p f a) (satellite (Fin N)) = (1 - f) ^ N - p ^ N ∧
    0 ≤ ((1 - f) ^ N - p ^ N) - (1 - p ^ N - N * f) ∧
    ((1 - f) ^ N - p ^ N) - (1 - p ^ N - N * f) ≤ N * (N - 1) * f ^ 2 / 2 := by
  have h1 : ∀ _ : Fin N, ∑ x, weight p f a x = 1 := fun _ => by
    rw [sum_fate]
    exact hsum
  have h0 : ∀ (_ : Fin N) x, 0 ≤ weight p f a x := fun _ x => by
    cases x <;> assumption
  have hS := prob_satellite (fun _ : Fin N => weight p f a) h1
  have hB := satellite_excess_bounds (fun _ : Fin N => weight p f a) h0 h1
  rw [hS] at hB
  simp only [carlsonNestor, weight, prod_const, sum_const, card_univ, Fintype.card_fin,
    nsmul_eq_mul] at hS hB
  refine ⟨hS, hB.1, hB.2.trans (le_of_eq ?_)⟩
  ring

/-- For two electrons the excess over the Carlson-Nestor value equals the product of their
forbidden-jump probabilities. -/
theorem two_electron_excess (w : Fin 2 → Fate → ℝ) (h1 : ∀ i, ∑ x, w i x = 1) :
    prob w (satellite (Fin 2)) - carlsonNestor w =
      w 0 Fate.forbidden * w 1 Fate.forbidden := by
  rw [prob_satellite w h1, carlsonNestor]
  simp only [Fin.prod_univ_two, Fin.sum_univ_two]
  ring

/-- For two or more equivalent electrons with a nonzero forbidden-jump probability, the
Carlson-Nestor value is strictly below `(1-f)^N - p^N`. -/
theorem carlsonNestor_strict (N : ℕ) (hN : 2 ≤ N) (p f : ℝ) (hf : 0 < f) (hf1 : f ≤ 1) :
    1 - p ^ N - N * f < (1 - f) ^ N - p ^ N := by
  have h : 1 - (N : ℝ) * f < (1 - f) ^ N := by
    induction N, hN using Nat.le_induction with
    | base =>
      push_cast
      nlinarith [pow_pos hf 2]
    | succ n _ ih =>
      have hP : (1 - f) ^ n ≤ 1 := pow_le_one₀ (by linarith) (by linarith)
      have e := mul_le_mul_of_nonneg_left hP hf.le
      rw [pow_succ]
      push_cast
      nlinarith
  linarith

end

end ShakeSatellites
```

```lean
#print axioms ShakeSatellites.satellite_excess_bounds
-- 'ShakeSatellites.satellite_excess_bounds' depends on axioms: [propext, Classical.choice, Quot.sound]
#print axioms ShakeSatellites.equivalent_electrons
-- 'ShakeSatellites.equivalent_electrons' depends on axioms: [propext, Classical.choice, Quot.sound]
#print axioms ShakeSatellites.two_electron_excess
-- 'ShakeSatellites.two_electron_excess' depends on axioms: [propext, Classical.choice, Quot.sound]
#print axioms ShakeSatellites.carlsonNestor_strict
-- 'ShakeSatellites.carlsonNestor_strict' depends on axioms: [propext, Classical.choice, Quot.sound]
```

## Reading the theorems as physics

The finite type `ι` labels the electrons, `Fate` lists the three outcomes, and `w i x` is the probability that electron `i` meets fate `x`. The function `prob` adds products of these numbers over a set of configurations, which is where independence enters as an assumption. The event `satellite` is defined by its verbal description, so the product formula is derived from it. It includes configurations in which several electrons shake.

The hypothesis `h1` is normalisation for each electron, and `h0` is nonnegativity. `prob_satellite` and `two_electron_excess` need only `h1`; the general bounds in `satellite_excess_bounds` need both. That theorem writes the pair sum as half the difference between the squared sum and the sum of squares, which needs no ordering of the electrons.

`equivalent_electrons` uses `Fin N` for the labels and `weight p f a` for the common probabilities. It also covers $N=0$ and $N=1$, where the gap is zero. `carlsonNestor_strict` compares the two closed expressions directly and places no condition on `p`.

## How the proof follows the derivation

`prob_univ` establishes total probability one by exchanging a product of sums for a sum of products, through `Finset.prod_univ_sum`. `prob_satellite` writes the event as a difference of two product sets, the $A$ and $B$ above. `sum_sdiff` splits the sum over $A$, the same exchange factorises the sums over $A$ and $B$, and `sum_fate` with `h1` turns $p_i+a_i$ into $1-f_i$.

`prod_one_sub_bounds` is the induction over electrons. Its facts `e1` and `e2` are the two inequalities for $f_b\Pi$ in the list above, and `nlinarith` combines them with the induction hypothesis. `satellite_excess_bounds` derives $f_i\le1$ from normalisation and nonnegativity, then inserts the product formula. `equivalent_electrons` evaluates the constant sums and products. `two_electron_excess` expands the two-factor product, and `carlsonNestor_strict` runs the induction from $N=2$.

## What the model leaves to the program

The probabilities are inputs. The theorems do not derive them from orbitals, test the sudden approximation or decide which levels count as occupied. Nor do they place satellites in energy, separate shake-up from shake-off, or treat plasmon losses.

Independence is itself an idealisation. In a calculation with one Slater determinant for each many-electron state, transition amplitudes are determinants of orbital overlaps, which in general do not factorise into one number per electron. The bound therefore limits the error of the linear correction relative to the independent-electron product, not relative to a determinantal calculation or to a measured spectrum.
